# The partition sum of finitely many independent harmonic modes with positive quanta converges at every positive temperature

For finitely many non-interacting harmonic modes with quanta `w r > 0`, the energy of a state with occupation numbers `n r` is the sum of `w r * (n r + 1/2)`, zero-point energy included. The theorem states that the Boltzmann factors exp(−E/T), summed over all assignments of occupation numbers, converge for every `T > 0`, with temperature measured in the units of energy. The attempt first shows that each single-mode sum converges, as a geometric series. It then encloses any finite set of states in a box of occupation numbers, where the sum factorises over the modes, and bounds each factor by the full single-mode sum.

In Lean, a first try:

```lean
import Mathlib

open Filter Topology

namespace HarmonicSumConverges

noncomputable section

variable {ι : Type*} [Fintype ι] [LinearOrder ι]

omit [LinearOrder ι] in
/-- The partition sum of finitely many harmonic modes with positive wavenumbers converges
at every temperature `T > 0`. -/
theorem harmonic_sum_converges (w : ι → ℝ) (hw : ∀ r, 0 < w r) {T : ℝ} (hT : 0 < T) :
    Summable (fun n : ι → ℕ => Real.exp (-(∑ r, w r * ((n r : ℝ) + 1 / 2)) / T)) := by
  classical
  have hg : ∀ r, Summable (fun k : ℕ => Real.exp (-(w r * ((k : ℝ) + 1 / 2)) / T)) := by
    intro r
    have e : (fun k : ℕ => Real.exp (-(w r * ((k : ℝ) + 1 / 2)) / T))
        = fun k : ℕ => Real.exp (-(w r / (2 * T))) * Real.exp (k * (-(w r / T))) := by
      funext k
      rw [← Real.exp_add]
      congr 1
      ring
    rw [e]
    exact (Real.summable_exp_nat_mul_iff.mpr (neg_lt_zero.mpr (div_pos (hw r) hT))).mul_left _
  have e : ∀ n : ι → ℕ, Real.exp (-(∑ r, w r * ((n r : ℝ) + 1 / 2)) / T)
      = ∏ r, Real.exp (-(w r * ((n r : ℝ) + 1 / 2)) / T) := by
    intro n
    rw [← Real.exp_sum, ← Finset.sum_neg_distrib, Finset.sum_div]
  -- enclose a finite set of states in a box, where the sum factorises
  refine summable_of_sum_le (c := ∏ r, ∑' k : ℕ, Real.exp (-(w r * ((k : ℝ) + 1 / 2)) / T))
    (fun n => (Real.exp_pos _).le) fun u => ?_
  calc ∑ n ∈ u, Real.exp (-(∑ r, w r * ((n r : ℝ) + 1 / 2)) / T)
      = ∑ n ∈ u, ∏ r, Real.exp (-(w r * ((n r : ℝ) + 1 / 2)) / T) :=
        Finset.sum_congr rfl fun n _ => e n
    _ ≤ ∑ n ∈ Fintype.piFinset (fun r => u.image (fun m => m r)),
          ∏ r, Real.exp (-(w r * ((n r : ℝ) + 1 / 2)) / T) :=
        Finset.sum_le_sum_of_subset_of_nonneg
          (fun n hn => Fintype.mem_piFinset.mpr fun r =>
            Finset.mem_image_of_mem (fun m : ι → ℕ => m r) hn)
          (fun n _ _ => Finset.prod_nonneg fun r _ => (Real.exp_pos _).le)
    _ = ∏ r, ∑ k ∈ u.image (fun m => m r), Real.exp (-(w r * ((k : ℝ) + 1 / 2)) / T) := by
        rw [Finset.prod_univ_sum]
    _ ≤ _ := Finset.prod_le_prod
        (fun r _ => Finset.sum_nonneg fun k _ => (Real.exp_pos _).le)
        (fun r _ => (hg r).sum_le_tsum _ fun k _ => (Real.exp_pos _).le)

end

end HarmonicSumConverges
```

The error:

```
Main.lean:47:20: error: Application type mismatch: The argument
  hg r
has type
  Summable fun (k : ℕ) => Real.exp (-(w r * (↑k + 1 / 2)) / T)
but is expected to have type
  Summable (fun (k : ℝ) => Real.exp (-(w r * (k + 1 / 2)) / T)) (?m.607 r)
in the application
  Summable.sum_le_tsum (Finset.image (fun m => ↑(m r)) u)
    (fun k x => LT.lt.le (Real.exp_pos (-(w r * (k + 1 / 2)) / T))) (hg r)
Main.lean:39:8: error: Type mismatch
  Finset.sum_le_sum_of_subset_of_nonneg
    (fun n hn => Fintype.mem_piFinset.mpr fun r => Finset.mem_image_of_mem (fun m => m r) hn) fun n x x_1 =>
    Finset.prod_nonneg fun r x => LT.lt.le (Real.exp_pos (?m.506 n r))
has type
  ∑ i ∈ ?m.480, ∏ i_1 ∈ ?m.505 i, Real.exp (?m.506 i i_1) ≤
    ∑ i ∈ Fintype.piFinset fun r => Finset.image (fun m => m r) ?m.480, ∏ i_1 ∈ ?m.505 i, Real.exp (?m.506 i i_1)
but is expected to have type
  ∑ n ∈ u, ∏ r, Real.exp (-(w r * (↑(n r) + 1 / 2)) / T) ≤
    ∑ n ∈ Fintype.piFinset fun r => Finset.image (fun m => ↑(m r)) u, ∏ r, Real.exp (-(w r * (n r + 1 / 2)) / T)
```

What went wrong. Both errors come from the type of the numbers in the box. In `u.image (fun m => m r)` nothing states the type of the image's elements, and Lean took it to be `ℝ`, the type asked for by `(n r : ℝ)` and `(k : ℝ)` in the summands. The messages show this: the cast has moved inside the image, as `fun m => ↑(m r)`, and the summands contain `n r` and `k` without a cast.

The second message therefore rejects the subset inequality, whose proof has the same natural-number summand on both sides, while the stated right-hand side sums over real-valued functions. The first rejects `hg r`, which gives summability over `ℕ` where a function on `ℝ` is now expected.

The ascription `: Finset ℕ` on both images keeps their elements natural numbers, so the casts return to the summands and both terms fit. The annotation `r : ι` only states the index type, which the messages do not show to be at fault, and the new line break is mere tidying.

Fix (accepted with no message):

```diff
@@ -35,5 +35,5 @@
       = ∑ n ∈ u, ∏ r, Real.exp (-(w r * ((n r : ℝ) + 1 / 2)) / T) :=
         Finset.sum_congr rfl fun n _ => e n
-    _ ≤ ∑ n ∈ Fintype.piFinset (fun r => u.image (fun m => m r)),
+    _ ≤ ∑ n ∈ Fintype.piFinset (fun r : ι => (u.image (fun m => m r) : Finset ℕ)),
           ∏ r, Real.exp (-(w r * ((n r : ℝ) + 1 / 2)) / T) :=
         Finset.sum_le_sum_of_subset_of_nonneg
@@ -41,5 +41,6 @@
             Finset.mem_image_of_mem (fun m : ι → ℕ => m r) hn)
           (fun n _ _ => Finset.prod_nonneg fun r _ => (Real.exp_pos _).le)
-    _ = ∏ r, ∑ k ∈ u.image (fun m => m r), Real.exp (-(w r * ((k : ℝ) + 1 / 2)) / T) := by
+    _ = ∏ r, ∑ k ∈ (u.image (fun m => m r) : Finset ℕ),
+          Real.exp (-(w r * ((k : ℝ) + 1 / 2)) / T) := by
         rw [Finset.prod_univ_sum]
     _ ≤ _ := Finset.prod_le_prod
```
